# Upper and lower bounds on the number-state cutoff error of a coherent state

## Amplitudes, probabilities and the cutoff

Let \(|n\rangle\), with \(n = 0, 1, 2, \dots\), be the number states of one bosonic mode. The coherent state with complex parameter \(\alpha\) has the amplitudes

\[
c_n(\alpha) = e^{-|\alpha|^2/2}\,\frac{\alpha^n}{\sqrt{n!}} .
\]

Their squared moduli depend on \(\alpha\) only through \(x = |\alpha|^2\):

\[
|c_n(\alpha)|^2 = e^{-|\alpha|^2}\,\frac{|\alpha|^{2n}}{n!} = p_n(x),
\qquad p_n(x) = e^{-x}\,\frac{x^n}{n!} .
\]

This is a Poisson distribution, and \(x\) is its mean, because \(\sum_{n\ge 1} n\,p_n(x) = x\sum_{n\ge 1} p_{n-1}(x) = x\). The convention \(0^0 = 1\) applies throughout, so at \(x = 0\) all the probability sits in the vacuum.

A cutoff \(d\) keeps the \(d\) levels \(0, \dots, d-1\). The cutoff error is the probability that is then missing,

\[
\varepsilon_d(x) = 1 - \sum_{n=0}^{d-1} p_n(x),
\]

with \(\varepsilon_0(x) = 1\). The truncated vector is not renormalised; its squared norm is \(1 - \varepsilon_d(x)\).

## The bounds

For every real \(x \ge 0\) and every natural number \(d\), the series of discarded probabilities converges to \(\varepsilon_d(x)\), and

\[
e^{-x}\,\frac{x^d}{d!} \;\le\; \varepsilon_d(x) \;\le\; \frac{x^d}{d!} .
\]

The two bounds differ by a factor \(e^x\), so they are close together for small mean photon number and far apart for large. Since \(\varepsilon_d(x) \le 1\) in any case, the upper bound carries information only when \(x^d < d!\). In a simulation that stores a bosonic mode in finitely many levels, they bracket the probability that the truncation removes from a single-mode coherent state at a given moment; they do not bound the error that builds up under truncated dynamics.

## Deriving the two bounds

**The tail.** The exponential series gives

\[
\sum_{n=0}^{\infty} p_n(x) = e^{-x}\sum_{n=0}^{\infty}\frac{x^n}{n!} = e^{-x}e^{x} = 1 .
\]

Taking the first \(d\) terms to the other side and renumbering the rest,

\[
\sum_{n=0}^{\infty} p_{n+d}(x) = 1 - \sum_{n=0}^{d-1} p_n(x) = \varepsilon_d(x) .
\]

**Lower bound.** All terms of the tail are nonnegative when \(x \ge 0\), so the sum is at least its first term, \(p_d(x)\).

**Upper bound.** The binomial coefficient \((n+d)!/(n!\,d!)\) is a positive integer, hence \((n+d)! \ge n!\,d!\), and

\[
p_{n+d}(x) = e^{-x}\frac{x^{n+d}}{(n+d)!} \le e^{-x}\frac{x^{n}\,x^{d}}{n!\,d!} = \frac{x^d}{d!}\,p_n(x) .
\]

Summing over \(n\) and using normalisation on the right gives \(\varepsilon_d(x) \le x^d/d!\).

## When the bounds are strict

Let \(x > 0\), so that every \(p_n(x)\) is positive. Keeping one more level lowers the error by the population of that level:

\[
\varepsilon_d(x) = p_d(x) + \varepsilon_{d+1}(x) .
\]

The lower bound at \(d+1\) then gives \(\varepsilon_d(x) \ge p_d(x) + p_{d+1}(x) > p_d(x)\).

For the upper bound, look at the comparison of terms at \(n = 1\), where

\[
(d+1)\,p_{d+1}(x) = e^{-x}\frac{x^{d+1}}{d!} = \frac{x^d}{d!}\,p_1(x) .
\]

If \(d > 0\), the factor \(d+1\) exceeds one, so \(p_{d+1}(x)\) is strictly smaller than the right-hand side. One strict inequality among the terms makes the inequality of the sums strict. For \(d = 0\) both \(\varepsilon_0(x)\) and \(x^0/0!\) equal one.

## Growth of the error with the mean photon number

Differentiating the populations gives

\[
p_0' = -p_0, \qquad p_n' = p_{n-1} - p_n \quad (n \ge 1).
\]

As \(x\) increases, level \(n\) gains from the level below and loses to the level above. With the levels \(0, \dots, d\) kept, the sum telescopes:

\[
\frac{d}{dx}\,\varepsilon_{d+1}(x) = -\sum_{n=0}^{d} p_n'(x) = p_d(x) .
\]

The error therefore grows at a rate equal to the population of the highest retained level.

## A sufficient cutoff

Suppose \(d \ge e^2 x\), where \(e^2 \approx 7.39\). Then

\[
\varepsilon_d(x) \le \frac{x^d}{d!} = e^{-2d}\,\frac{(e^2x)^d}{d!} \le e^{-2d}\,\frac{d^d}{d!} \le e^{-2d}\,e^{d} = e^{-d} .
\]

The last inequality holds because \(d^d/d!\) is one term of the series for \(e^d\), whose terms are all nonnegative. For \(x = 4\), the condition is met from \(d = 30\) on, and the error there is at most \(e^{-30}\), about \(10^{-13}\). The condition is sufficient; a smaller cutoff may do for a given accuracy.

## The same statements in Lean

`photonProb x n` is \(p_n(x)\), `coherentAmp α n` is \(c_n(\alpha)\), and `cutoffError x d` is \(\varepsilon_d(x)\), defined by the finite sum over `Finset.range d`, that is, over \(0, \dots, d-1\).

The theorem `coherent_cutoff_error` takes a real `x` with `0 ≤ x` and a natural number `d`, and concludes three things. The first is a `HasSum` statement: the series with terms \(e^{-x}x^{n+d}/(n+d)!\), for \(n = 0, 1, 2, \dots\), converges to `cutoffError x d`. The shift `n + d` expresses the sum over levels from \(d\) upwards. The second and third are the lower and the upper bound.

The link to the quantum state is made by `norm_sq_coherentAmp`, which identifies \(|c_n(\alpha)|^2\) with \(p_n(|\alpha|^2)\), and by `hasSum_discarded_norm`, which says that the squared amplitudes removed by the cutoff sum to \(\varepsilon_d(|\alpha|^2)\).

The remaining results are `cutoffError_step`, `cutoff_bounds_strict`, `hasDerivAt_cutoffError` and `cutoffError_le_exp_neg`. Normalisation, the tail sum, the step relation and the derivative are stated for all real `x`, although \(p_n(x)\) is a probability only for \(x \ge 0\). The derivative at \(x = 0\) is accordingly two-sided.

The coherent state enters through its list of amplitudes. The code builds no Fock space and no ladder operators, and it has no theorem that the state is an eigenvector of the annihilation operator or that the mean of \(n\) is \(x\). It treats one mode in a pure coherent state.

```lean
import Mathlib

noncomputable section

namespace CoherentCutoff

/-- The probability of finding `n` photons in a coherent state of mean photon number `x`. -/
def photonProb (x : ℝ) (n : ℕ) : ℝ := Real.exp (-x) * (x ^ n / (n.factorial : ℝ))

/-- The amplitude of the `n`-photon state in the coherent state with complex parameter `α`. -/
def coherentAmp (α : ℂ) (n : ℕ) : ℂ :=
  ((Real.exp (-‖α‖ ^ 2 / 2) : ℝ) : ℂ) * α ^ n / ((Real.sqrt (n.factorial : ℝ) : ℝ) : ℂ)

/-- The cutoff error: the probability missing when only the levels `0, …, d - 1` are kept. -/
def cutoffError (x : ℝ) (d : ℕ) : ℝ := 1 - ∑ n ∈ Finset.range d, photonProb x n

/-- The squared modulus of a coherent-state amplitude is the photon probability at mean
photon number `|α|²`. -/
theorem norm_sq_coherentAmp (α : ℂ) (n : ℕ) :
    ‖coherentAmp α n‖ ^ 2 = photonProb (‖α‖ ^ 2) n := by
  have he : Real.exp (-‖α‖ ^ 2 / 2) ^ 2 = Real.exp (-‖α‖ ^ 2) := by
    rw [← Real.exp_nat_mul]
    congr 1
    push_cast
    ring
  unfold coherentAmp photonProb
  rw [norm_div, norm_mul, norm_pow, Complex.norm_real, Complex.norm_real,
    Real.norm_of_nonneg (Real.exp_pos _).le, Real.norm_of_nonneg (Real.sqrt_nonneg _),
    div_pow, mul_pow, Real.sq_sqrt (by positivity), he]
  ring

/-- The photon probabilities of a coherent state sum to one. -/
theorem hasSum_photonProb (x : ℝ) : HasSum (photonProb x) 1 := by
  have h : HasSum (fun n : ℕ => x ^ n / (n.factorial : ℝ)) (Real.exp x) := by
    rw [Real.exp_eq_exp_ℝ, NormedSpace.exp_eq_tsum_div]
    exact (Real.summable_pow_div_factorial x).hasSum
  have h2 := h.mul_left (Real.exp (-x))
  rw [← Real.exp_add, neg_add_cancel, Real.exp_zero] at h2
  exact h2

/-- The probabilities of the discarded levels `n ≥ d` sum to the cutoff error. -/
theorem hasSum_tail (x : ℝ) (d : ℕ) :
    HasSum (fun n => photonProb x (n + d)) (cutoffError x d) :=
  (hasSum_nat_add_iff' d).mpr (hasSum_photonProb x)

/-- Each discarded probability is at most `x ^ d / d!` times the probability `d` levels below. -/
theorem photonProb_add_le {x : ℝ} (hx : 0 ≤ x) (n d : ℕ) :
    photonProb x (n + d) ≤ x ^ d / (d.factorial : ℝ) * photonProb x n := by
  -- the binomial coefficient (n + d)! / (n! d!) is at least one
  have hf : n.factorial * d.factorial ≤ (n + d).factorial :=
    Nat.le_of_dvd (Nat.factorial_pos _) (Nat.factorial_mul_factorial_dvd_factorial_add n d)
  have hq : x ^ (n + d) / ((n + d).factorial : ℝ)
      ≤ x ^ (n + d) / ((n.factorial : ℝ) * (d.factorial : ℝ)) :=
    div_le_div_of_nonneg_left (by positivity) (by positivity) (by exact_mod_cast hf)
  calc photonProb x (n + d)
      ≤ Real.exp (-x) * (x ^ (n + d) / ((n.factorial : ℝ) * (d.factorial : ℝ))) :=
        mul_le_mul_of_nonneg_left hq (Real.exp_pos _).le
    _ = x ^ d / (d.factorial : ℝ) * photonProb x n := by
        unfold photonProb
        ring

/-- Coherent-state cutoff error: the probabilities of the levels `n ≥ d` sum to a value between
`exp (-x) x ^ d / d!` and `x ^ d / d!`, where `x` is the mean photon number. -/
theorem coherent_cutoff_error {x : ℝ} (hx : 0 ≤ x) (d : ℕ) :
    HasSum (fun n => Real.exp (-x) * (x ^ (n + d) / ((n + d).factorial : ℝ))) (cutoffError x d) ∧
    Real.exp (-x) * (x ^ d / (d.factorial : ℝ)) ≤ cutoffError x d ∧
    cutoffError x d ≤ x ^ d / (d.factorial : ℝ) := by
  refine ⟨hasSum_tail x d, ?_, ?_⟩
  · -- the first discarded level alone gives the lower bound
    have hpos : ∀ j, 0 ≤ photonProb x (j + d) := fun j => by
      unfold photonProb
      positivity
    have h := le_hasSum (hasSum_tail x d) 0 (fun j _ => hpos j)
    rw [zero_add] at h
    exact h
  · -- compare the tail with the whole distribution, term by term
    have h := hasSum_le (fun n => photonProb_add_le hx n d) (hasSum_tail x d)
      ((hasSum_photonProb x).mul_left (x ^ d / (d.factorial : ℝ)))
    rwa [mul_one] at h

/-- The squared amplitudes that a cutoff at `d` removes from a coherent state sum to the cutoff
error at mean photon number `|α|²`. -/
theorem hasSum_discarded_norm (α : ℂ) (d : ℕ) :
    HasSum (fun n => ‖coherentAmp α (n + d)‖ ^ 2) (cutoffError (‖α‖ ^ 2) d) := by
  simp only [norm_sq_coherentAmp]
  exact hasSum_tail _ d

/-- Keeping one more level lowers the cutoff error by the population of that level. -/
theorem cutoffError_step (x : ℝ) (d : ℕ) :
    cutoffError x d = photonProb x d + cutoffError x (d + 1) := by
  unfold cutoffError
  rw [Finset.sum_range_succ]
  ring

/-- For nonzero mean photon number the lower bound is strict, and so is the upper bound as soon
as at least one level is kept. -/
theorem cutoff_bounds_strict {x : ℝ} (hx : 0 < x) (d : ℕ) :
    photonProb x d < cutoffError x d ∧
    (0 < d → cutoffError x d < x ^ d / (d.factorial : ℝ)) := by
  have hp : ∀ n, 0 < photonProb x n := fun n => by
    unfold photonProb
    positivity
  constructor
  · have h : photonProb x (d + 1) ≤ cutoffError x (d + 1) :=
      (coherent_cutoff_error hx.le (d + 1)).2.1
    linarith [cutoffError_step x d, hp (d + 1)]
  · intro hd
    -- the comparison of terms is already strict at the second discarded level
    have heq : photonProb x (1 + d) * ((d : ℝ) + 1)
        = x ^ d / (d.factorial : ℝ) * photonProb x 1 := by
      have h1 : (d.factorial : ℝ) ≠ 0 := by positivity
      have h2 : (d : ℝ) + 1 ≠ 0 := by positivity
      unfold photonProb
      rw [add_comm 1 d, Nat.factorial_succ d, Nat.factorial_one]
      push_cast
      field_simp
      ring
    have hd' : (0 : ℝ) < d := by exact_mod_cast hd
    have hlt : photonProb x (1 + d) < x ^ d / (d.factorial : ℝ) * photonProb x 1 := by
      nlinarith [mul_pos (hp (1 + d)) hd']
    have h := hasSum_lt (fun n => photonProb_add_le hx.le n d) hlt (hasSum_tail x d)
      ((hasSum_photonProb x).mul_left (x ^ d / (d.factorial : ℝ)))
    rwa [mul_one] at h

/-- With the levels `0, …, d` kept, the derivative of the cutoff error with respect to the mean
photon number is the population of level `d`. -/
theorem hasDerivAt_cutoffError (x : ℝ) (d : ℕ) :
    HasDerivAt (fun y => cutoffError y (d + 1)) (photonProb x d) x := by
  have h1 : HasDerivAt (fun y : ℝ => Real.exp (-y)) (-Real.exp (-x)) x :=
    ((hasDerivAt_neg x).exp).congr_deriv (by ring)
  induction d with
  | zero =>
    have hf : (fun y => cutoffError y (0 + 1)) = fun y => 1 - Real.exp (-y) := by
      funext y
      simp [cutoffError, photonProb]
    rw [hf]
    exact (h1.const_sub 1).congr_deriv (by simp [photonProb])
  | succ d ih =>
    have h2 : HasDerivAt (fun y : ℝ => y ^ (d + 1) / ((d + 1).factorial : ℝ))
        (x ^ d / (d.factorial : ℝ)) x := by
      refine ((hasDerivAt_pow (d + 1) x).div_const _).congr_deriv ?_
      have hd : (d : ℝ) + 1 ≠ 0 := by positivity
      rw [Nat.add_sub_cancel, Nat.factorial_succ]
      push_cast
      exact mul_div_mul_left _ _ hd
    -- level populations obey a gain-loss equation in the mean photon number
    have h3 : HasDerivAt (fun y => photonProb y (d + 1))
        (photonProb x d - photonProb x (d + 1)) x :=
      (h1.fun_mul h2).congr_deriv (by unfold photonProb; ring)
    have hf : (fun y => cutoffError y (d + 1 + 1))
        = fun y => cutoffError y (d + 1) - photonProb y (d + 1) := by
      funext y
      linarith [cutoffError_step y (d + 1)]
    rw [hf]
    exact (ih.fun_sub h3).congr_deriv (by ring)

/-- If the number `d` of kept levels is at least `e²` times the mean photon number, the cutoff
error is at most `exp (-d)`. -/
theorem cutoffError_le_exp_neg {x : ℝ} (hx : 0 ≤ x) (d : ℕ) (hd : Real.exp 2 * x ≤ d) :
    cutoffError x d ≤ Real.exp (-(d : ℝ)) := by
  have h1 : (Real.exp 2 * x) ^ d / (d.factorial : ℝ) ≤ Real.exp d :=
    calc (Real.exp 2 * x) ^ d / (d.factorial : ℝ)
        ≤ (d : ℝ) ^ d / (d.factorial : ℝ) := by gcongr
      _ ≤ Real.exp d := Real.pow_div_factorial_le_exp (d : ℝ) (by positivity) d
  have e : Real.exp (-(2 * (d : ℝ))) * Real.exp 2 ^ d = 1 := by
    have h0 : -(2 * (d : ℝ)) + d * 2 = 0 := by ring
    rw [← Real.exp_nat_mul, ← Real.exp_add, h0, Real.exp_zero]
  calc cutoffError x d ≤ x ^ d / (d.factorial : ℝ) := (coherent_cutoff_error hx d).2.2
    _ = Real.exp (-(2 * (d : ℝ))) * ((Real.exp 2 * x) ^ d / (d.factorial : ℝ)) := by
        rw [mul_pow]
        linear_combination (-(x ^ d / (d.factorial : ℝ))) * e
    _ ≤ Real.exp (-(2 * (d : ℝ))) * Real.exp d :=
        mul_le_mul_of_nonneg_left h1 (Real.exp_pos _).le
    _ = Real.exp (-(d : ℝ)) := by
        rw [← Real.exp_add]
        congr 1
        ring

end CoherentCutoff
```

```lean
#print axioms CoherentCutoff.coherent_cutoff_error
#print axioms CoherentCutoff.cutoff_bounds_strict
#print axioms CoherentCutoff.hasDerivAt_cutoffError
#print axioms CoherentCutoff.cutoffError_le_exp_neg
```

```
'CoherentCutoff.coherent_cutoff_error' depends on axioms: [propext, Classical.choice, Quot.sound]
'CoherentCutoff.cutoff_bounds_strict' depends on axioms: [propext, Classical.choice, Quot.sound]
'CoherentCutoff.hasDerivAt_cutoffError' depends on axioms: [propext, Classical.choice, Quot.sound]
'CoherentCutoff.cutoffError_le_exp_neg' depends on axioms: [propext, Classical.choice, Quot.sound]
```

## How the main theorem is proved

`norm_sq_coherentAmp` takes the norm of the product and the quotient factor by factor. The auxiliary equation `he` squares the Gaussian prefactor, turning \(e^{-|\alpha|^2/2}\) into \(e^{-|\alpha|^2}\), and `Real.sq_sqrt` turns the squared root into \(n!\).

`hasSum_photonProb` starts from the exponential series, multiplies it by \(e^{-x}\) with `mul_left`, and simplifies \(e^{-x}e^{x}\) to one. `hasSum_tail` then removes the first `d` terms. The Mathlib lemma `hasSum_nat_add_iff'` says that a series has sum \(a\) exactly when the shifted series has sum \(a\) minus the removed terms, and with \(a = 1\) that difference is the definition of `cutoffError`.

`photonProb_add_le` is the comparison of terms. It gets \(n!\,d! \le (n+d)!\) from the fact that the left side divides the right, which is positive. Enlarging the denominator makes the fraction smaller, and `ring` separates the factor \(x^d/d!\).

In `coherent_cutoff_error`, the first conclusion is `hasSum_tail`. For the lower bound, `le_hasSum` states that a single term, here the one with index 0, is at most the sum when the other terms are nonnegative. For the upper bound, `hasSum_le` carries the comparison of terms over to the sums, and the right-hand sum is \(x^d/d!\) times one.

## How the further results are proved

`cutoffError_step` splits the last term off the finite sum. The strict lower bound in `cutoff_bounds_strict` combines this step with the lower bound at `d + 1` and the positivity of \(p_{d+1}\). For the strict upper bound, `heq` is the identity \((d+1)\,p_{d+1} = (x^d/d!)\,p_1\), and `hlt` draws from it the strict inequality at index 1. The lemma `hasSum_lt` needs just that: an inequality for all terms that is strict for one of them.

`hasDerivAt_cutoffError` replaces the telescoping sum by induction on `d`. In the base case the error is \(1 - e^{-x}\), with derivative \(e^{-x} = p_0(x)\). In the inductive step, `h3` is the gain-loss equation for \(p_{d+1}\), obtained from the product rule, and the error with one more level kept is \(\varepsilon_{d+2} = \varepsilon_{d+1} - p_{d+1}\). Its derivative is

\[
p_d - (p_d - p_{d+1}) = p_{d+1} .
\]

`cutoffError_le_exp_neg` follows the chain of inequalities for the sufficient cutoff. The step `h1` bounds \((e^2x)^d/d!\) by \(e^d\), with `gcongr` replacing \(e^2x\) by \(d\) inside the power and `Real.pow_div_factorial_le_exp` supplying \(d^d/d! \le e^d\). The equation `e` records that \(e^{-2d}(e^2)^d = 1\), which allows the factor \(e^{-2d}\) to be introduced into the upper bound. The final `calc` block joins these to the upper bound of the main theorem.
